# For a gapped filled shell, the sum of the lowest eigenvalues has the Hellmann–Feynman derivative, even with degeneracies

The sum of the k lowest eigenvalues of a Hermitian matrix is taken here as the minimum of the summed eigenvalues over all k-element subsets of one orthonormal eigenbasis, whose vectors are called orbitals. Degenerate levels then need no ordering. The filled shell is a set s of orbital labels with k = |s|, and every eigenvalue in s must lie strictly below every one outside it.

For non-interacting electrons in their ground state, in a fixed, finite orthonormal basis that includes spin (one electron per orbital), with a Hamiltonian H + tV linear in one displacement t, the result gives the electronic force at t = 0, which is minus the derivative of this sum, without differentiating any orbital.

```lean
import Mathlib

open Matrix

namespace FilledShell

noncomputable section

variable {n : Type*} [Fintype n] [DecidableEq n] {A H V Q : Matrix n n ℂ}
```

## Orbitals, projectors and populations

Let A be Hermitian with eigenvalues εᵢ, and let U (`orb`) have its orbitals as columns.

```lean
/-- The unitary matrix whose columns are orthonormal eigenvectors (orbitals) of `A`. -/
def orb (hA : A.IsHermitian) : Matrix n n ℂ := hA.eigenvectorUnitary
```

Real numbers fᵢ define the operator U diag(f) U†.

```lean
/-- The operator that has the orbitals of `A` as eigenvectors, with eigenvalues `f i`. -/
def levelOp (hA : A.IsHermitian) (f : n → ℝ) : Matrix n n ℂ :=
  orb hA * diagonal (fun i => (f i : ℂ)) * (orb hA)ᴴ
```

Setting fᵢ = 1 in s and 0 elsewhere turns this operator into P, the projector onto the filled shell.

```lean
/-- Occupation numbers: one for the orbitals in `s`, zero for the others. -/
def filling (s : Finset n) (i : n) : ℝ := if i ∈ s then 1 else 0

/-- The projector onto the span of the orbitals of `A` in `s`. -/
def shell (hA : A.IsHermitian) (s : Finset n) : Matrix n n ℂ := levelOp hA (filling s)
```

The population of orbital i in a matrix Q is qᵢ = (U†QU)ᵢᵢ. Lean takes the real part, which changes nothing for Hermitian Q.

```lean
/-- The population of orbital `i` of `A` in the state described by `Q`. -/
def population (hA : A.IsHermitian) (Q : Matrix n n ℂ) (i : n) : ℝ :=
  (((orb hA)ᴴ * Q * orb hA) i i).re
```

The minimum over k-element sets is `lowSum`.

```lean
/-- The sum of the `k` lowest eigenvalues of `A`, for `k` at most the dimension: the least
total energy of `k` different orbitals. -/
def lowSum (hA : A.IsHermitian) (k : ℕ) : ℝ :=
  ⨅ s : {s : Finset n // s.card = k}, ∑ i ∈ s.1, hA.eigenvalues i
```

A k-electron determinant corresponds to a projector of trace k.

```lean
/-- An orthogonal projector: Hermitian and idempotent. -/
structure IsProjector (Q : Matrix n n ℂ) : Prop where
  herm : Q.IsHermitian
  idem : Q * Q = Q
```

For Hermitian A, the diagonal of the square is nonnegative:

(A²)ᵢᵢ = Σⱼ |Aᵢⱼ|² ≥ 0.

```lean
omit [DecidableEq n] in
/-- The square of a Hermitian matrix has nonnegative diagonal elements. -/
theorem sq_diag_nonneg (hA : A.IsHermitian) (i : n) : 0 ≤ ((A * A) i i).re := by
  rw [Matrix.mul_apply, Complex.re_sum]
  refine Finset.sum_nonneg fun j _ => ?_
  rw [← hA.apply j i, Complex.star_def, Complex.mul_conj, Complex.ofReal_re]
  exact Complex.normSq_nonneg _
```

Cycling the trace gives

tr(Q U diag(f) U†) = tr(U†QU diag(f)) = Σᵢ fᵢqᵢ,

and the spectral theorem, A = U diag(ε) U†, gives tr(QA) = Σᵢ εᵢqᵢ.

```lean
/-- The expectation value of an operator diagonal in the orbitals of `A`, and that of `A`
itself, is the sum of its eigenvalues weighted by the populations. -/
theorem trace_levelOp (hA : A.IsHermitian) (Q : Matrix n n ℂ) :
    (∀ f, (trace (Q * levelOp hA f)).re = ∑ i, f i * population hA Q i) ∧
      (trace (Q * A)).re = ∑ i, hA.eigenvalues i * population hA Q i := by
  have key : ∀ f, (trace (Q * levelOp hA f)).re = ∑ i, f i * population hA Q i := by
    intro f
    have h : trace (Q * levelOp hA f) =
        trace ((orb hA)ᴴ * Q * orb hA * diagonal (fun i => (f i : ℂ))) := by
      rw [levelOp, ← Matrix.mul_assoc, Matrix.trace_mul_comm]
      simp only [Matrix.mul_assoc]
    rw [h, Matrix.trace, Complex.re_sum]
    refine Finset.sum_congr rfl fun i _ => ?_
    rw [Matrix.diag_apply, Matrix.mul_diagonal, Complex.re_mul_ofReal]
    exact mul_comm _ _
  -- the spectral theorem writes `A` itself in this form
  have hs : A = levelOp hA hA.eigenvalues :=
    hA.spectral_theorem.trans (Unitary.conjStarAlgAut_apply _ _)
  refine ⟨key, ?_⟩
  rw [← key, ← hs]
```

If Q is a projector, so is U†QU. It equals its own square, so qᵢ ≥ 0. The same argument for 1 − Q gives qᵢ ≤ 1. Since UU† = 1, Σᵢ qᵢ = tr Q.

```lean
/-- In a projector every orbital has a population between zero and one, and the populations
add up to the trace. -/
theorem population_bounds (hA : A.IsHermitian) (hQ : IsProjector Q) :
    (∀ i, 0 ≤ population hA Q i ∧ population hA Q i ≤ 1) ∧
      ∑ i, population hA Q i = (trace Q).re := by
  have h1 : orb hA * (orb hA)ᴴ = 1 := mem_unitaryGroup_iff.mp hA.eigenvectorUnitary.2
  have h2 : (orb hA)ᴴ * orb hA = 1 := mem_unitaryGroup_iff'.mp hA.eigenvectorUnitary.2
  have hn : ∀ X, IsProjector X → ∀ i, 0 ≤ population hA X i := by
    intro X hX i
    have h := sq_diag_nonneg (isHermitian_conjTranspose_mul_mul (orb hA) hX.herm) i
    have e : (orb hA)ᴴ * X * orb hA * ((orb hA)ᴴ * X * orb hA) = (orb hA)ᴴ * X * orb hA := by
      calc _ = (orb hA)ᴴ * X * (orb hA * (orb hA)ᴴ) * X * orb hA := by
            simp only [Matrix.mul_assoc]
        _ = (orb hA)ᴴ * (X * X) * orb hA := by
            rw [h1, Matrix.mul_one]
            simp only [Matrix.mul_assoc]
        _ = _ := by rw [hX.idem]
    rw [e] at h
    exact h
  refine ⟨fun i => ⟨hn Q hQ i, ?_⟩, ?_⟩
  · -- the holes `1 - Q` form a projector too
    have h := hn (1 - Q) ⟨isHermitian_one.sub hQ.herm, by simp [sub_mul, mul_sub, hQ.idem]⟩ i
    have e : population hA (1 - Q) i = 1 - population hA Q i := by
      simp [population, mul_sub, sub_mul, h2]
    linarith
  · have e : trace ((orb hA)ᴴ * Q * orb hA) = trace Q := by
      rw [Matrix.trace_mul_comm, ← Matrix.mul_assoc, h1, Matrix.one_mul]
    rw [← e, Matrix.trace, Complex.re_sum]
    rfl
```

For the shell, U†PU = diag(f) and fᵢ² = fᵢ. Hence

P² = P, tr P = k, tr(PA) = Σ_{i∈s} εᵢ.

```lean
/-- `shell hA s` is a projector, its trace is the number of filled orbitals, and its energy is
the sum of their eigenvalues. -/
theorem shell_spec (hA : A.IsHermitian) (s : Finset n) :
    IsProjector (shell hA s) ∧ (trace (shell hA s)).re = s.card ∧
      (trace (shell hA s * A)).re = ∑ i ∈ s, hA.eigenvalues i := by
  have h2 : (orb hA)ᴴ * orb hA = 1 := mem_unitaryGroup_iff'.mp hA.eigenvectorUnitary.2
  have hp : IsProjector (shell hA s) := by
    constructor
    · refine isHermitian_mul_mul_conjTranspose (orb hA) ?_
      exact (diagonal_conjTranspose _).trans
        (congrArg diagonal (funext fun i => Complex.conj_ofReal _))
    · have hd : diagonal (fun i => (filling s i : ℂ)) * diagonal (fun i => (filling s i : ℂ))
          = diagonal (fun i => (filling s i : ℂ)) := by
        rw [diagonal_mul_diagonal]
        congr 1
        funext i
        by_cases hi : i ∈ s <;> simp [filling, hi]
      calc shell hA s * shell hA s = orb hA * diagonal (fun i => (filling s i : ℂ)) *
            ((orb hA)ᴴ * orb hA) * diagonal (fun i => (filling s i : ℂ)) * (orb hA)ᴴ := by
            simp only [shell, levelOp, Matrix.mul_assoc]
        _ = orb hA * (diagonal (fun i => (filling s i : ℂ)) *
            diagonal (fun i => (filling s i : ℂ))) * (orb hA)ᴴ := by
            rw [h2, Matrix.mul_one]
            simp only [Matrix.mul_assoc]
        _ = shell hA s := by rw [hd]; rfl
  have hpop : ∀ i, population hA (shell hA s) i = filling s i := by
    intro i
    have e : (orb hA)ᴴ * shell hA s * orb hA = diagonal (fun i => (filling s i : ℂ)) := by
      calc _ = ((orb hA)ᴴ * orb hA) * diagonal (fun i => (filling s i : ℂ)) *
            ((orb hA)ᴴ * orb hA) := by simp only [shell, levelOp, Matrix.mul_assoc]
        _ = _ := by rw [h2, Matrix.one_mul, Matrix.mul_one]
    rw [population, e, diagonal_apply_eq, Complex.ofReal_re]
  refine ⟨hp, ?_, ?_⟩
  · rw [← (population_bounds hA hp).2]
    simp [hpop, filling]
  · rw [(trace_levelOp hA _).2]
    simp [hpop, filling]
```

## The cost of moving population across a gap

Suppose a gap of at least g separates s from the rest, and let a be the highest filled eigenvalue. For a projector Q of trace k,

tr(QA) − Σ_{i∈s} εᵢ = Σ_{j∉s} εⱼqⱼ − Σ_{i∈s} εᵢ(1 − qᵢ)
≥ (a + g) Σ_{j∉s} qⱼ − a Σ_{i∈s} (1 − qᵢ)
= g(k − tr(QP)),

because both sums in the second line equal k − tr(QP). Lean proves the inequality orbital by orbital with `nlinarith`, then sums; for empty s it takes a = m − g, with m a lower bound on the spectrum.

```lean
/-- If a gap of at least `g` separates the orbitals in `s` from the others, a projector whose trace
is the number of orbitals in `s` has at least the energy of the filled shell plus `g` for each unit
of population outside `s`. -/
theorem gap_bound (hA : A.IsHermitian) (s : Finset n) (g : ℝ)
    (hg : ∀ i ∈ s, ∀ j ∉ s, hA.eigenvalues i + g ≤ hA.eigenvalues j)
    (hQ : IsProjector Q) (htr : (trace Q).re = s.card) :
    ∑ i ∈ s, hA.eigenvalues i + g * (s.card - (trace (Q * shell hA s)).re)
      ≤ (trace (Q * A)).re := by
  -- a level `a` at or above the filled orbitals and at least `g` below the others
  obtain ⟨a, ha, hb⟩ : ∃ a, (∀ i ∈ s, hA.eigenvalues i ≤ a) ∧
      ∀ j ∉ s, a + g ≤ hA.eigenvalues j := by
    rcases s.eq_empty_or_nonempty with h | h
    · obtain ⟨m, hm⟩ := (Set.finite_range hA.eigenvalues).bddBelow
      refine ⟨m - g, by simp [h], fun j _ => ?_⟩
      have := hm (Set.mem_range_self j)
      linarith
    · obtain ⟨i, hi, hmax⟩ := Finset.exists_max_image s hA.eigenvalues h
      exact ⟨_, hmax, hg i hi⟩
  obtain ⟨hw, hsum⟩ := population_bounds hA hQ
  have key : ∑ i, (filling s i * hA.eigenvalues i + a * (population hA Q i - filling s i)
      + g * (population hA Q i - filling s i * population hA Q i))
      ≤ ∑ i, hA.eigenvalues i * population hA Q i := by
    refine Finset.sum_le_sum fun i _ => ?_
    by_cases hi : i ∈ s
    · simp only [filling, if_pos hi]
      nlinarith [mul_nonneg (sub_nonneg.2 (ha i hi)) (sub_nonneg.2 (hw i).2)]
    · simp only [filling, if_neg hi]
      nlinarith [mul_nonneg (sub_nonneg.2 (hb i hi)) (hw i).1]
  have h1 : ∑ i, filling s i * hA.eigenvalues i = ∑ i ∈ s, hA.eigenvalues i := by
    simp [filling]
  have h2 : ∑ i, filling s i = s.card := by simp [filling]
  rw [Finset.sum_add_distrib, Finset.sum_add_distrib, ← Finset.mul_sum, ← Finset.mul_sum,
    Finset.sum_sub_distrib, Finset.sum_sub_distrib, h1, h2, hsum, htr,
    ← (trace_levelOp hA Q).1, ← (trace_levelOp hA Q).2] at key
  change _ + g * (_ - (trace (Q * shell hA s)).re) ≤ _ at key
  linarith
```

For k at most the dimension, there is at least one k-element set and there are finitely many, so a minimizing set exists. Exchanging i in it for j outside changes the energy by εⱼ − εᵢ, which must be nonnegative, so the set is filled from below.

```lean
/-- For `k` at most the dimension, the lowest sum is reached by a set of `k` orbitals filled
from below. -/
theorem exists_lowest (hA : A.IsHermitian) {k : ℕ} (hk : k ≤ Fintype.card n) :
    ∃ s : Finset n, s.card = k ∧ lowSum hA k = ∑ i ∈ s, hA.eigenvalues i ∧
      ∀ i ∈ s, ∀ j ∉ s, hA.eigenvalues i ≤ hA.eigenvalues j := by
  obtain ⟨s₀, _, hs₀⟩ := Finset.exists_subset_card_eq
    (show k ≤ (Finset.univ : Finset n).card by simpa using hk)
  let F : {s : Finset n // s.card = k} → ℝ := fun s => ∑ i ∈ s.1, hA.eigenvalues i
  have : Nonempty {s : Finset n // s.card = k} := ⟨⟨s₀, hs₀⟩⟩
  obtain ⟨⟨s, hs⟩, h⟩ := exists_eq_ciInf_of_finite (f := F)
  have h' : lowSum hA k = ∑ i ∈ s, hA.eigenvalues i := h.symm
  refine ⟨s, hs, h', fun i hi j hj => ?_⟩
  -- moving a particle from `i` to `j` cannot lower the energy
  have hj' : j ∉ s.erase i := fun h => hj (Finset.mem_of_mem_erase h)
  have hc : (insert j (s.erase i)).card = k := by
    rw [Finset.card_insert_of_notMem hj', Finset.card_erase_add_one hi, hs]
  have hle : lowSum hA k ≤ ∑ i ∈ insert j (s.erase i), hA.eigenvalues i :=
    ciInf_le (f := F) (Set.finite_range F).bddBelow ⟨_, hc⟩
  rw [Finset.sum_insert hj'] at hle
  have := Finset.add_sum_erase s hA.eigenvalues hi
  linarith
```

The gap bound with g = 0 now gives the variational principle: tr(QA) is at least the sum of the k lowest eigenvalues.

```lean
/-- Variational principle: a projector of trace `k` has at least the energy of the `k` lowest
eigenvalues. -/
theorem variational (hA : A.IsHermitian) {k : ℕ} (hQ : IsProjector Q)
    (htr : (trace Q).re = k) : lowSum hA k ≤ (trace (Q * A)).re := by
  obtain ⟨hw, hsum⟩ := population_bounds hA hQ
  have hk : (k : ℝ) ≤ Fintype.card n := by
    rw [← htr, ← hsum]
    calc ∑ i, population hA Q i ≤ ∑ _i : n, (1 : ℝ) := Finset.sum_le_sum fun i _ => (hw i).2
      _ = Fintype.card n := by simp
  obtain ⟨s, hs, h, hord⟩ := exists_lowest hA (Nat.cast_le.mp hk)
  have := gap_bound hA s 0 (by simpa using hord) hQ (by rw [htr, hs])
  linarith
```

## A quadratic bound on the first-order error

For Hermitian H and V and real t, (H + tV)† = H + tV.

```lean
omit [Fintype n] [DecidableEq n] in
/-- The perturbed Hamiltonian `H + tV` is Hermitian for Hermitian `H`, `V` and real `t`. -/
theorem perturbed (hH : H.IsHermitian) (hV : V.IsHermitian) (t : ℝ) :
    (H + t • V).IsHermitian := by
  change (H + t • V)ᴴ = H + t • V
  rw [conjTranspose_add, conjTranspose_smul, hH.eq, hV.eq, star_trivial]
```

Let E(t) be the sum of the k lowest eigenvalues of H + tV, and P the shell of H, so that E(0) = tr(PH). Using P as a trial projector gives

E(t) ≤ E(0) + t tr(PV).

For the other direction, let R project onto k lowest orbitals of H + tV. The gap bound gives

E(t) = tr(RH) + t tr(RV) ≥ E(0) + g(k − tr(RP)) + t tr(RV).

The square of a Hermitian matrix has nonnegative trace, so

0 ≤ tr[(g(R − P) + tV)²]
= 2g²(k − tr(RP)) + 2gt tr((R − P)V) + t² tr(V²).

Dividing by 2g and inserting the result,

E(t) ≥ E(0) + t tr(PV) − t² tr(V²)/(2g).

In Lean, `simp only` expands the square and `linarith` combines the inequalities.

```lean
/-- Let `H`, `V` be Hermitian, with a gap of at least `g > 0` between the orbitals of `H` in `s` and
the higher ones outside `s`. For the sum of the lowest eigenvalues of `H + tV`, as many as `s` has
orbitals, the first-order estimate is never too low, and too high by at most `t² tr(V²) / (2g)`. -/
theorem first_order_error (hH : H.IsHermitian) (hV : V.IsHermitian) (s : Finset n) {g : ℝ}
    (hg : 0 < g) (hgap : ∀ i ∈ s, ∀ j ∉ s, hH.eigenvalues i + g ≤ hH.eigenvalues j) (t : ℝ) :
    lowSum (perturbed hH hV t) s.card
        ≤ lowSum hH s.card + t * (trace (shell hH s * V)).re ∧
      lowSum hH s.card + t * (trace (shell hH s * V)).re - t ^ 2 * (trace (V * V)).re / (2 * g)
        ≤ lowSum (perturbed hH hV t) s.card := by
  obtain ⟨hP, hPtr, hPE⟩ := shell_spec hH s
  have split : ∀ X : Matrix n n ℂ, (trace (X * (H + t • V))).re =
      (trace (X * H)).re + t * (trace (X * V)).re := by
    intro X
    rw [Matrix.mul_add, Matrix.mul_smul, trace_add, trace_smul, Complex.add_re,
      Complex.smul_re, smul_eq_mul]
  -- the filled shell carries the lowest energy of `H`
  have hE : lowSum hH s.card = ∑ i ∈ s, hH.eigenvalues i := by
    apply le_antisymm
    · rw [← hPE]
      exact variational hH hP hPtr
    · obtain ⟨r, hr, h, _⟩ := exists_lowest hH (Finset.card_le_univ s)
      obtain ⟨hR, hRtr, hRE⟩ := shell_spec hH r
      have := gap_bound hH s 0 (fun i hi j hj => by linarith [hgap i hi j hj]) hR
        (by rw [hRtr, hr])
      linarith
  constructor
  · have h := variational (perturbed hH hV t) hP hPtr
    rw [split, hPE] at h
    linarith
  · obtain ⟨r, hr, h, _⟩ := exists_lowest (perturbed hH hV t) (Finset.card_le_univ s)
    obtain ⟨hR, hRtr, hRE⟩ := shell_spec (perturbed hH hV t) r
    rw [← hRE, split] at h
    rw [hr] at hRtr
    generalize shell (perturbed hH hV t) r = R at *
    have hb := gap_bound hH s g hgap hR hRtr
    generalize shell hH s = P at *
    -- the square of `g (R - P) + t V` has nonnegative trace
    have hX : (g • (R - P) + t • V).IsHermitian := by
      change (g • (R - P) + t • V)ᴴ = _
      rw [conjTranspose_add, conjTranspose_smul, conjTranspose_smul, conjTranspose_sub,
        hR.herm.eq, hP.herm.eq, hV.eq, star_trivial, star_trivial]
    have hsq : 0 ≤ (trace ((g • (R - P) + t • V) * (g • (R - P) + t • V))).re := by
      rw [Matrix.trace, Complex.re_sum]
      exact Finset.sum_nonneg fun i _ => sq_diag_nonneg hX i
    simp only [Matrix.add_mul, Matrix.mul_add, Matrix.sub_mul, Matrix.mul_sub,
      Matrix.smul_mul, Matrix.mul_smul, trace_add, trace_sub, trace_smul, Complex.add_re,
      Complex.sub_re, Complex.smul_re, smul_eq_mul, hR.idem, hP.idem,
      Matrix.trace_mul_comm P R, Matrix.trace_mul_comm V R, Matrix.trace_mul_comm V P,
      hRtr, hPtr] at hsq
    have hc : t ^ 2 * (trace (V * V)).re / (2 * g) * (2 * g) = t ^ 2 * (trace (V * V)).re :=
      div_mul_cancel₀ _ (by positivity)
    have hfin : 0 ≤ g * (s.card - (trace (R * P)).re)
        + t * ((trace (R * V)).re - (trace (P * V)).re)
        + t ^ 2 * (trace (V * V)).re / (2 * g) := by
      refine le_of_mul_le_mul_right ?_ (show 0 < 2 * g by positivity)
      rw [add_mul, hc]
      linarith
    linarith
```

## The derivative at t = 0

The theorem takes Hermitian `H` and `V` and the strict separation `hgap`. It concludes that tr(PV) is real and, through `HasDerivAt`, that E′(0) = tr(PV). Degeneracies within s are unrestricted, and s may be empty or contain every orbital. Self-consistent Hamiltonians, moving basis sets and fractional occupations lie beyond this model.

Reality follows from tr(PV)* = tr(VP) = tr(PV). With finitely many levels, the strict separation supplies some g > 0, and

|E(t) − E(0) − t tr(PV)| ≤ t² tr(V²)/(2g),

which is o(t).

```lean
/-- Hellmann-Feynman theorem for a filled shell: let `H`, `V` be Hermitian, let every orbital of `H`
in `s` lie strictly below every orbital outside `s`, and let `P` be the projector `shell hH s`. Then
`tr(PV)` is real, and it is the derivative at `t = 0` of the sum of the lowest eigenvalues of
`H + tV`, as many as `s` has orbitals. -/
theorem hellmann_feynman (hH : H.IsHermitian) (hV : V.IsHermitian) (s : Finset n)
    (hgap : ∀ i ∈ s, ∀ j ∉ s, hH.eigenvalues i < hH.eigenvalues j) :
    (trace (shell hH s * V)).im = 0 ∧
      HasDerivAt (fun t : ℝ => lowSum (perturbed hH hV t) s.card)
        (trace (shell hH s * V)).re 0 := by
  constructor
  · have h : star (trace (shell hH s * V)) = trace (shell hH s * V) := by
      rw [← trace_conjTranspose, conjTranspose_mul, hV.eq, (shell_spec hH s).1.herm.eq,
        Matrix.trace_mul_comm]
    exact Complex.conj_eq_iff_im.1 h
  -- finitely many levels, so the gap has a positive lower bound
  obtain ⟨g, hg, hs⟩ : ∃ g : ℝ, 0 < g ∧
      ∀ i ∈ s, ∀ j ∉ s, hH.eigenvalues i + g ≤ hH.eigenvalues j := by
    rcases (s ×ˢ sᶜ).eq_empty_or_nonempty with h | h
    · refine ⟨1, one_pos, fun i hi j hj => ?_⟩
      have hm : (i, j) ∈ s ×ˢ sᶜ := by simp [hi, hj]
      rw [h] at hm
      exact absurd hm (Finset.notMem_empty _)
    · obtain ⟨p, hp, hmin⟩ := Finset.exists_min_image _
        (fun p : n × n => hH.eigenvalues p.2 - hH.eigenvalues p.1) h
      simp only [Finset.mem_product, Finset.mem_compl] at hp
      refine ⟨_, sub_pos.2 (hgap _ hp.1 _ hp.2), fun i hi j hj => ?_⟩
      have := hmin (i, j) (by simp [hi, hj])
      dsimp only at this
      linarith
  -- an error quadratic in `t` does not affect the derivative
  rw [hasDerivAt_iff_isLittleO_nhds_zero]
  refine (Asymptotics.IsBigO.of_bound ((trace (V * V)).re / (2 * g))
    (Filter.Eventually.of_forall fun t => ?_)).trans_isLittleO
    (Asymptotics.isLittleO_pow_id one_lt_two)
  have h0 := first_order_error hH hV s hg hs 0
  have ht := first_order_error hH hV s hg hs t
  have e : (trace (V * V)).re / (2 * g) * t ^ 2 = t ^ 2 * (trace (V * V)).re / (2 * g) := by
    ring
  have e0 : (0 : ℝ) ^ 2 * (trace (V * V)).re / (2 * g) = 0 := by simp
  rw [e0] at h0
  rw [zero_add]
  change |lowSum (perturbed hH hV t) s.card - lowSum (perturbed hH hV 0) s.card
    - t * (trace (shell hH s * V)).re| ≤ (trace (V * V)).re / (2 * g) * |t ^ 2|
  rw [abs_of_nonneg (sq_nonneg t), e, abs_le]
  constructor <;> linarith [h0.1, h0.2, ht.1, ht.2]

end

end FilledShell
```

```lean
#print axioms FilledShell.hellmann_feynman
-- 'FilledShell.hellmann_feynman' depends on axioms: [propext, Classical.choice, Quot.sound]
```

The strict inequality in `hgap` can't be weakened to ≤. Take H = 0, V = diag(1, −1) and k = 1: the lowest eigenvalue of H + tV is −|t|, which has no derivative at t = 0.
